# For t > 0, the ground state of the two-electron Hubbard dimer overlaps more with the covalent state than with the molecular-orbital state exactly when U > 4t

## Two dimers with simple ground states

Take two sites, two electrons, hopping $t=6$ and on-site repulsion $U=7$ in some unit of energy. Between the covalent singlet and the symmetric ionic singlet the Hamiltonian is

$$\begin{pmatrix}0&-12\\-12&7\end{pmatrix}.$$

The vector $(4/5,\,3/5)$ is an eigenvector with energy $-9$: the first row gives $-12\cdot\frac35=-9\cdot\frac45$ and the second gives $-12\cdot\frac45+7\cdot\frac35=-9\cdot\frac35$. The trace is $7$, so the other eigenvalue is $16$ and this is the ground state. Its squared overlap with the covalent state $(1,0)$ is $16/25=0.64$. With the molecular-orbital state $(1,1)/\sqrt2$ it is $\frac12(7/5)^2=0.98$. The molecular orbital wins, and here $U<4t=24$.

Now take $t=3$, $U=16$. The ground vector is $(3,1)/\sqrt{10}$ with energy $-2$, the other eigenvalue being $18$. The squared overlaps are $0.9$ with the covalent state and $0.8$ with the molecular-orbital state. The order has reversed, and $U>4t=12$. The ratio $U/t$ is larger than in the first example, and weight has moved from the ionic to the covalent amplitude, while the two amplitudes still have the same sign. The derivation below places the crossover at $U=4t$ for every $t>0$.

## The matrix and the two trial states

Let $c^\dagger_{i\sigma}$ create an electron of spin $\sigma$ in the orthonormal orbital of site $i$. The covalent and ionic singlets are

$$|c\rangle=\tfrac1{\sqrt2}\big(c^\dagger_{1\uparrow}c^\dagger_{2\downarrow}+c^\dagger_{2\uparrow}c^\dagger_{1\downarrow}\big)|0\rangle,\qquad |i\rangle=\tfrac1{\sqrt2}\big(c^\dagger_{1\uparrow}c^\dagger_{1\downarrow}+c^\dagger_{2\uparrow}c^\dagger_{2\downarrow}\big)|0\rangle .$$

Hopping with amplitude $-t$ turns each term of $|c\rangle$ into both doubly occupied configurations, so it takes $|c\rangle$ to $-2t|i\rangle$. The repulsion contributes $U$ in $|i\rangle$ and nothing in $|c\rangle$. Hence

$$H=\begin{pmatrix}0&-2t\\-2t&U\end{pmatrix}.$$

The other four two-electron states separate off: the three triplet states have energy $0$, and the antisymmetric ionic singlet has energy $U$, since its hopping terms cancel. For $t\neq0$ the lower eigenvalue of $H$ lies below both diagonal entries, $0$ and $U$, so the ground state of the dimer is the ground vector of $H$.

Putting both electrons into the bonding orbital $(c^\dagger_{1\sigma}+c^\dagger_{2\sigma})/\sqrt2$ and multiplying out gives $(|c\rangle+|i\rangle)/\sqrt2$, the molecular-orbital state. The covalent state is the Heitler-London state of this model. Heitler and London's treatment of the hydrogen molecule uses atomic orbitals that overlap, whereas the site orbitals here are orthogonal.

## Derivation of the crossover

Let $t>0$ and let $v=(v_0,v_1)$ be a real normalised ground vector with energy $E$. The eigenvalue equations are

$$-2t\,v_1=E\,v_0,\qquad -2t\,v_0+U\,v_1=E\,v_1 .$$

Multiply the first by $v_1$, the second by $v_0$, and subtract. The energy disappears:

$$2t\,(v_0^2-v_1^2)=U\,v_0v_1. \tag{1}$$

The sign of $v_0v_1$ follows from the variational principle. A vector $w$ has energy form $Uw_1^2-4t\,w_0w_1$. The vector $(v_0,-v_1)$ has the same norm as $v$, so its energy is not lower:

$$Uv_1^2-4t\,v_0v_1\le Uv_1^2+4t\,v_0v_1 ,$$

which gives $v_0v_1\ge0$. If the product were zero, (1) would give $v_0^2=v_1^2$, both amplitudes would vanish, and $v$ could not be normalised. So $v_0v_1>0$.

The squared overlaps are $P_{\rm cov}=v_0^2$ and $P_{\rm MO}=\frac12(v_0+v_1)^2$. Therefore

$$4t\,(P_{\rm cov}-P_{\rm MO})=2t\,(v_0^2-v_1^2)-4t\,v_0v_1=(U-4t)\,v_0v_1. \tag{2}$$

Since $4t$ and $v_0v_1$ are positive, $P_{\rm cov}>P_{\rm MO}$ exactly when $U>4t$. The sign of $U$ was never used.

The trial energies cross at the same place. The covalent state has energy $0$ and the molecular-orbital state has $U/2-2t$, which is positive exactly when $U>4t$.

At $U=4t$, write $p=v_0v_1$. Equation (1) becomes $v_0^2-v_1^2=2p$, and normalisation gives

$$1=(v_0^2+v_1^2)^2=(v_0^2-v_1^2)^2+4p^2=8p^2 .$$

So $p=\sqrt2/4$, and both squared overlaps equal $\frac12+p=(2+\sqrt2)/4\approx0.854$.

Finally, $1-P_{\rm MO}=\frac12(v_0-v_1)^2$. If $P_{\rm MO}=1$, then $v_0=v_1$ and (1) forces $U=0$. Conversely, at $U=0$ equation (1) gives $v_0^2=v_1^2$, and the positive product makes the amplitudes equal. The covalent overlap is $1-v_1^2$, always below one because $v_1\neq0$.

Within this two-site model with one orbital per site, the result tells which of two parameter-free trial states is closer to the correlated ground state. If stretching a bond reduces $t$ while $U>0$ stays fixed, the ratio $U/t$ grows, which favours the covalent one.

## The model in Lean

The formal development starts from the $2\times2$ matrix; its reduction from the two-electron problem is the calculation by hand above.

```lean
import Mathlib

open Matrix

namespace HeitlerLondonVersusMolecularOrbital

noncomputable section
```

Index `0` is the covalent amplitude and index `1` the ionic amplitude. Both parameters are real numbers, with no sign condition in the definition.

```lean
/-- The Hamiltonian of the two-site Hubbard model in the basis of the covalent singlet and the
symmetric ionic singlet, with hopping `t` and on-site repulsion `U`. -/
def hamiltonian (t U : ℝ) : Matrix (Fin 2) (Fin 2) ℝ := !![0, -2 * t; -2 * t, U]
```

The energy form is $w^{T}Hw$. It is the expectation value when $w$ is normalised.

```lean
/-- The energy quadratic form of a vector of amplitudes. -/
def energy (t U : ℝ) (w : Fin 2 → ℝ) : ℝ := w ⬝ᵥ (hamiltonian t U *ᵥ w)
```

A ground vector is a unit vector satisfying $Hv=Ev$, where $E\,(w\cdot w)$ is a lower bound on the energy form for every real $w$. This is the variational characterisation of the lowest eigenvalue. The theorems below apply to every vector with this property, so the overall sign of $v$ needs no convention. Amplitudes are real throughout, which suits a real symmetric matrix.

```lean
/-- A normalised ground vector: a unit eigenvector whose eigenvalue bounds the energy
quadratic form from below. -/
def IsGroundVector (t U : ℝ) (v : Fin 2 → ℝ) : Prop :=
  v ⬝ᵥ v = 1 ∧ ∃ E : ℝ, hamiltonian t U *ᵥ v = E • v ∧
    ∀ w : Fin 2 → ℝ, E * (w ⬝ᵥ w) ≤ energy t U w
```

The two trial states are fixed normalised vectors, and the overlap is the square of a real dot product.

```lean
/-- The covalent (Heitler-London) state. -/
def covalent : Fin 2 → ℝ := ![1, 0]

/-- The molecular-orbital state, with equal covalent and ionic amplitudes. -/
def molecularOrbital : Fin 2 → ℝ := ![1 / √2, 1 / √2]

/-- The squared overlap of two real states. -/
def overlap (φ v : Fin 2 → ℝ) : ℝ := (φ ⬝ᵥ v) ^ 2
```

## Norm, energy and overlaps in components

The next lemmas expand the definitions into the polynomials used by hand: $w_0^2+w_1^2$, $Uw_1^2-4t\,w_0w_1$, $v_0^2$ and $\frac12(v_0+v_1)^2$. The only square root enters through $(1/\sqrt2)^2=\frac12$.

```lean
lemma normSq_eq (w : Fin 2 → ℝ) : w ⬝ᵥ w = w 0 ^ 2 + w 1 ^ 2 := by
  simp only [dotProduct, Fin.sum_univ_two]
  ring

lemma energy_eq (t U : ℝ) (w : Fin 2 → ℝ) :
    energy t U w = U * w 1 ^ 2 - 4 * t * w 0 * w 1 := by
  simp [energy, hamiltonian, Matrix.mulVec, dotProduct, Fin.sum_univ_two]
  ring

lemma overlap_covalent (v : Fin 2 → ℝ) : overlap covalent v = v 0 ^ 2 := by
  simp [overlap, covalent, dotProduct, Fin.sum_univ_two]

lemma half_sq : (1 / √2 : ℝ) ^ 2 = 1 / 2 := by
  rw [div_pow, Real.sq_sqrt (by norm_num), one_pow]

lemma overlap_molecularOrbital (v : Fin 2 → ℝ) :
    overlap molecularOrbital v = (v 0 + v 1) ^ 2 / 2 := by
  simp only [overlap, dotProduct, Fin.sum_univ_two]
  change (1 / √2 * v 0 + 1 / √2 * v 1) ^ 2 = _
  linear_combination (v 0 + v 1) ^ 2 * half_sq
```

## The balance equation and the sign of the amplitudes

The theorem `ground_amplitudes` contains equation (1) and the inequality $v_0v_1>0$. The facts `h0` and `h1` are the two rows of the eigenvalue equation. The `linear_combination` that proves `hbal` multiplies them by $v_1$ and $v_0$ and subtracts, as in the derivation.

For the sign, `hm` applies the lower bound to $(v_0,-v_1)$, while `he` expresses the energy of $v$ itself. Together they give $0\le t\,v_0v_1$, and positive $t$ is then divided out. To exclude zero, the proof uses the identity $(v_0^2+v_1^2)^2=(v_0^2-v_1^2)^2+4(v_0v_1)^2$: normalisation makes the left side one, while a vanishing product makes the right side zero.

```lean
/-- In a ground vector the difference of covalent and ionic weights is tied to the product of
the two amplitudes, and for positive hopping this product is positive. -/
theorem ground_amplitudes {t U : ℝ} (ht : 0 < t) {v : Fin 2 → ℝ}
    (hv : IsGroundVector t U v) :
    2 * t * (v 0 ^ 2 - v 1 ^ 2) = U * (v 0 * v 1) ∧ 0 < v 0 * v 1 := by
  obtain ⟨hn, E, hE, hmin⟩ := hv
  rw [normSq_eq] at hn
  -- the two components of the eigenvalue equation
  have h0 : -2 * t * v 1 = E * v 0 := by
    have h := congrFun hE 0
    simp [hamiltonian, Matrix.mulVec, dotProduct, Fin.sum_univ_two] at h
    linarith
  have h1 : -2 * t * v 0 + U * v 1 = E * v 1 := by
    have h := congrFun hE 1
    simp [hamiltonian, Matrix.mulVec, dotProduct, Fin.sum_univ_two] at h
    linarith
  have hbal : 2 * t * (v 0 ^ 2 - v 1 ^ 2) = U * (v 0 * v 1) := by
    linear_combination v 1 * h0 - v 0 * h1
  refine ⟨hbal, ?_⟩
  -- flipping the sign of the ionic amplitude cannot lower the energy
  have hm : E * (v 0 ^ 2 + (-v 1) ^ 2) ≤ U * (-v 1) ^ 2 - 4 * t * v 0 * (-v 1) := by
    have h := hmin ![v 0, -v 1]
    rw [energy_eq, normSq_eq] at h
    exact h
  have he : E * (v 0 ^ 2 + v 1 ^ 2) = U * v 1 ^ 2 - 4 * t * v 0 * v 1 := by
    linear_combination -v 0 * h0 - v 1 * h1
  have hp : 0 ≤ t * (v 0 * v 1) := by nlinarith [hm, he]
  have hnonneg : 0 ≤ v 0 * v 1 := (mul_nonneg_iff_of_pos_left ht).mp hp
  -- a vanishing product would force both amplitudes to vanish
  have hne : v 0 * v 1 ≠ 0 := by
    intro h
    have hz : 2 * t * (v 0 ^ 2 - v 1 ^ 2) = 0 := by rw [hbal, h, mul_zero]
    have hd : v 0 ^ 2 - v 1 ^ 2 = 0 :=
      (mul_eq_zero.mp hz).resolve_left (mul_pos two_pos ht).ne'
    have hc : (1 : ℝ) = 0 := by
      linear_combination (-(v 0 ^ 2 + v 1 ^ 2 + 1)) * hn + (v 0 ^ 2 - v 1 ^ 2) * hd
        + 4 * (v 0 * v 1) * h
    exact one_ne_zero hc
  exact lt_of_le_of_ne hnonneg (Ne.symm hne)
```

## The crossover at U = 4t

Equation (2) follows from the balance equation by one linear combination, once the overlaps are written in components.

```lean
/-- The difference of the two squared overlaps, times `4t`, is `U - 4t` times the product of
the ground-state amplitudes. -/
theorem overlap_difference {t U : ℝ} (ht : 0 < t) {v : Fin 2 → ℝ}
    (hv : IsGroundVector t U v) :
    4 * t * (overlap covalent v - overlap molecularOrbital v)
      = (U - 4 * t) * (v 0 * v 1) := by
  rw [overlap_covalent, overlap_molecularOrbital]
  linear_combination (ground_amplitudes ht hv).1
```

The main theorem says that, for $t>0$ and any ground vector, $P_{\rm MO}<P_{\rm cov}$ holds if and only if $4t<U$. Each direction multiplies a positive difference by a positive factor, rewrites with (2), and removes the other positive factor.

```lean
/-- For positive hopping, the ground state overlaps more with the covalent state than with the
molecular-orbital state if and only if the repulsion exceeds four times the hopping. -/
theorem covalent_better_iff {t U : ℝ} (ht : 0 < t) {v : Fin 2 → ℝ}
    (hv : IsGroundVector t U v) :
    overlap molecularOrbital v < overlap covalent v ↔ 4 * t < U := by
  have hd := overlap_difference ht hv
  have hp := (ground_amplitudes ht hv).2
  have h4 : 0 < 4 * t := by linarith
  constructor
  · intro h
    have hl := mul_pos h4 (sub_pos.mpr h)
    rw [hd] at hl
    exact sub_pos.mp ((mul_pos_iff_of_pos_right hp).mp hl)
  · intro h
    have hr := mul_pos (sub_pos.mpr h) hp
    rw [← hd] at hr
    exact sub_pos.mp ((mul_pos_iff_of_pos_left h4).mp hr)
```

The comparison of energies evaluates the two expectation values, `hc` and `hm`, and reduces to the same inequality.

```lean
/-- For positive hopping, the covalent state has the larger squared overlap with the ground state if
and only if it has the lower energy expectation value of the two trial states. -/
theorem better_overlap_iff_lower_energy {t U : ℝ} (ht : 0 < t) {v : Fin 2 → ℝ}
    (hv : IsGroundVector t U v) :
    overlap molecularOrbital v < overlap covalent v ↔
      energy t U covalent < energy t U molecularOrbital := by
  have hc : energy t U covalent = 0 := by
    rw [energy_eq]
    simp [covalent]
  have hm : energy t U molecularOrbital = U / 2 - 2 * t := by
    rw [energy_eq]
    change U * (1 / √2) ^ 2 - 4 * t * (1 / √2) * (1 / √2) = _
    linear_combination (U - 4 * t) * half_sq
  rw [covalent_better_iff ht hv, hc, hm]
  constructor <;> intro h <;> linarith
```

## Overlaps at the crossover and at zero repulsion

At $U=4t$ the proof derives $8p^2=1$ in the factored form $(4p-\sqrt2)(4p+\sqrt2)=0$. The second factor is positive because $p>0$, so $4p=\sqrt2$, and both overlaps follow from normalisation.

```lean
/-- For positive hopping `t` and `U = 4t`, both trial states have squared overlap `(2 + √2)/4` with
the ground state. -/
theorem overlaps_at_crossover {t : ℝ} (ht : 0 < t) {v : Fin 2 → ℝ}
    (hv : IsGroundVector t (4 * t) v) :
    overlap covalent v = (2 + √2) / 4 ∧ overlap molecularOrbital v = (2 + √2) / 4 := by
  obtain ⟨hb, hp⟩ := ground_amplitudes ht hv
  have hn := hv.1
  rw [normSq_eq] at hn
  have hd : v 0 ^ 2 - v 1 ^ 2 = 2 * (v 0 * v 1) := by
    apply mul_left_cancel₀ (mul_pos two_pos ht).ne'
    linear_combination hb
  have hs : √2 ^ 2 = (2 : ℝ) := Real.sq_sqrt (by norm_num)
  have hs0 : 0 ≤ √2 := Real.sqrt_nonneg 2
  -- normalisation fixes the product of the amplitudes
  have hq : (4 * (v 0 * v 1) - √2) * (4 * (v 0 * v 1) + √2) = 0 := by
    linear_combination 2 * (v 0 ^ 2 + v 1 ^ 2 + 1) * hn
      - 2 * (v 0 ^ 2 - v 1 ^ 2 + 2 * (v 0 * v 1)) * hd - hs
  have hne : 4 * (v 0 * v 1) + √2 ≠ 0 := by linarith
  have hr := (mul_eq_zero.mp hq).resolve_right hne
  rw [overlap_covalent, overlap_molecularOrbital]
  constructor <;> linarith
```

The next theorem treats the two directions of the $U=0$ statement separately. The forward direction obtains $(v_0-v_1)^2=0$ from the unit overlap. The converse factors $4p^2=1$ and uses $p>0$ to select $p=\frac12$. The last part bounds the covalent overlap through $v_1^2>0$.

```lean
/-- For positive hopping, the molecular-orbital state has squared overlap one with the ground state
exactly at zero repulsion, whereas the squared overlap of the covalent state is always below one. -/
theorem exactness_of_trial_states {t U : ℝ} (ht : 0 < t) {v : Fin 2 → ℝ}
    (hv : IsGroundVector t U v) :
    (overlap molecularOrbital v = 1 ↔ U = 0) ∧ overlap covalent v < 1 := by
  obtain ⟨hb, hp⟩ := ground_amplitudes ht hv
  have hn := hv.1
  rw [normSq_eq] at hn
  rw [overlap_covalent, overlap_molecularOrbital]
  refine ⟨⟨fun h => ?_, fun h => ?_⟩, ?_⟩
  · have hz : (v 0 - v 1) ^ 2 = 0 := by linear_combination 2 * hn - 2 * h
    have hab : v 0 - v 1 = 0 := pow_eq_zero_iff (two_ne_zero) |>.mp hz
    have hU : U * (v 0 * v 1) = 0 := by
      linear_combination -hb + 2 * t * (v 0 + v 1) * hab
    exact (mul_eq_zero.mp hU).resolve_right hp.ne'
  · rw [h, zero_mul] at hb
    have hd := (mul_eq_zero.mp hb).resolve_left (mul_pos two_pos ht).ne'
    have hq : (2 * (v 0 * v 1) - 1) * (2 * (v 0 * v 1) + 1) = 0 := by
      linear_combination (v 0 ^ 2 + v 1 ^ 2 + 1) * hn - (v 0 ^ 2 - v 1 ^ 2) * hd
    have hne : 2 * (v 0 * v 1) + 1 ≠ 0 := by linarith
    have hr := (mul_eq_zero.mp hq).resolve_right hne
    linear_combination hn / 2 + hr / 2
  · have h1 : v 1 ≠ 0 := right_ne_zero_of_mul hp.ne'
    have h2 : 0 < v 1 ^ 2 := by positivity
    linarith
```

## The ground vector for t = 6 and U = 7

The first numerical example is also checked as a ground vector, with $E=-9$. The eigenvalue equation is arithmetic, and the lower bound is a completed square:

$$7w_1^2-24\,w_0w_1+9\,(w_0^2+w_1^2)=(3w_0-4w_1)^2\ge0 .$$

For general $t$ and $U$ the existence of a ground vector is the usual diagonalisation of a real symmetric matrix, which the theorems above take as given through their hypothesis on $v$.

```lean
/-- For `t = 6` and `U = 7` the vector `(4/5, 3/5)` is a normalised ground vector. -/
theorem isGroundVector_witness : IsGroundVector 6 7 ![4 / 5, 3 / 5] := by
  refine ⟨?_, -9, ?_, fun w => ?_⟩
  · rw [normSq_eq]
    change (4 / 5 : ℝ) ^ 2 + (3 / 5) ^ 2 = 1
    norm_num
  · ext i
    fin_cases i <;>
      simp [hamiltonian, Matrix.mulVec, dotProduct, Fin.sum_univ_two] <;> norm_num
  · rw [energy_eq, normSq_eq]
    nlinarith [sq_nonneg (3 * w 0 - 4 * w 1)]

end

end HeitlerLondonVersusMolecularOrbital
```

```lean
#print axioms HeitlerLondonVersusMolecularOrbital.better_overlap_iff_lower_energy
#print axioms HeitlerLondonVersusMolecularOrbital.overlaps_at_crossover
#print axioms HeitlerLondonVersusMolecularOrbital.exactness_of_trial_states
```

```
'HeitlerLondonVersusMolecularOrbital.better_overlap_iff_lower_energy' depends on axioms: [propext, Classical.choice, Quot.sound]
'HeitlerLondonVersusMolecularOrbital.overlaps_at_crossover' depends on axioms: [propext, Classical.choice, Quot.sound]
'HeitlerLondonVersusMolecularOrbital.exactness_of_trial_states' depends on axioms: [propext, Classical.choice, Quot.sound]
```
